# The partition function of a two-level system with off-diagonal field coupling

A single system with two levels, at energies 0 and Δ > 0, is coupled by a real field b through a real transition moment m, so its Hamiltonian is a real symmetric 2×2 matrix with bm off the diagonal. The declaration `partitionFunction_eq` states that, for every real β, the trace of exp(−βH) is 2 exp(−βΔ/2) cosh(βR), where R = √((Δ/2)² + (bm)²) is half the distance between the levels in the field. The attempt writes down a matrix `P` whose columns are unnormalised eigenvectors, shows that it is invertible, and uses it to diagonalise −βH. The cyclic property of the trace then removes `P` and its inverse, which leaves the sum of the exponentials of −β(Δ/2 − R) and −β(Δ/2 + R).

Lean 4 with Mathlib refuses this proof:

```lean
import Mathlib

open Filter Topology

namespace TwoLevelSusceptibility

noncomputable section

/-- Two levels at energies `0` and `Δ`, coupled by a field `b` through the transition moment `m`. -/
def hamiltonian (m Δ b : ℝ) : Matrix (Fin 2) (Fin 2) ℝ :=
  !![0, b * m; b * m, Δ]

/-- The quantity `√((Δ/2)² + (b m)²)`, half the distance between the two levels in the field. -/
def halfGap (m Δ b : ℝ) : ℝ :=
  Real.sqrt ((Δ / 2) ^ 2 + (b * m) ^ 2)

/-- The levels stay apart at every field when `Δ > 0`. -/
theorem halfGap_pos {Δ : ℝ} (hΔ : 0 < Δ) (m b : ℝ) : 0 < halfGap m Δ b :=
  Real.sqrt_pos.2 (by positivity)

/-- The partition function in the field is `2 exp(-βΔ/2) cosh(βR)`, with `R` half the level
distance. -/
theorem partitionFunction_eq {Δ : ℝ} (hΔ : 0 < Δ) (β m b : ℝ) :
    Matrix.trace (NormedSpace.exp ((-β) • hamiltonian m Δ b)) =
      2 * Real.exp (-(β * Δ / 2)) * Real.cosh (β * halfGap m Δ b) := by
  have hpos := halfGap_pos hΔ m b
  have hR : halfGap m Δ b ^ 2 = (Δ / 2) ^ 2 + (b * m) ^ 2 := Real.sq_sqrt (by positivity)
  generalize halfGap m Δ b = R at hpos hR ⊢
  have hext : ∀ {a b c d a' b' c' d' : ℝ}, a = a' → b = b' → c = c' → d = d' →
      !![a, b; c, d] = !![a', b'; c', d'] := by
    rintro _ _ _ _ _ _ _ _ rfl rfl rfl rfl
    rfl
  -- the columns of P are the eigenvectors
  obtain ⟨P, hP⟩ : ∃ P : Matrix (Fin 2) (Fin 2) ℝ,
      P = !![Δ / 2 + R, b * m; -(b * m), Δ / 2 + R] := ⟨_, rfl⟩
  have hdet : IsUnit P.det := by
    rw [hP, Matrix.det_fin_two_of]
    have h1 : 0 < (Δ / 2 + R) * (Δ / 2 + R) := by positivity
    have h2 := mul_self_nonneg (b * m)
    exact isUnit_iff_ne_zero.2 (by linarith : 0 < _).ne'
  have hH : (-β) • hamiltonian m Δ b =
      !![0, -β * (b * m); -β * (b * m), -β * Δ] := by
    ext i j
    fin_cases i <;> fin_cases j <;> simp [hamiltonian]
  have hD : Matrix.diagonal ![-β * (Δ / 2 - R), -β * (Δ / 2 + R)] =
      !![-β * (Δ / 2 - R), 0; 0, -β * (Δ / 2 + R)] := by
    ext i j
    fin_cases i <;> fin_cases j <;> simp [Matrix.diagonal]
  have key : (-β) • hamiltonian m Δ b * P =
      P * Matrix.diagonal ![-β * (Δ / 2 - R), -β * (Δ / 2 + R)] := by
    rw [hH, hD, hP, Matrix.mul_fin_two, Matrix.mul_fin_two]
    refine hext ?_ ?_ ?_ ?_
    · linear_combination (-β) * hR
    · ring
    · ring
    · linear_combination β * hR
  have hconj : (-β) • hamiltonian m Δ b =
      P * Matrix.diagonal ![-β * (Δ / 2 - R), -β * (Δ / 2 + R)] * P⁻¹ := by
    rw [← key, Matrix.mul_assoc, Matrix.mul_nonsing_inv _ hdet, Matrix.mul_one]
  -- the trace only sees the exponentials of the eigenvalues
  rw [hconj, Matrix.exp_conj _ _ ((Matrix.isUnit_iff_isUnit_det P).2 hdet),
    Matrix.trace_mul_cycle, Matrix.nonsing_inv_mul _ hdet, Matrix.one_mul,
    Matrix.exp_diagonal, Matrix.trace_diagonal, Fin.sum_univ_two, Pi.exp_apply,
    Pi.exp_apply, ← Real.exp_eq_exp_ℝ]
  simp only [Matrix.cons_val_zero, Matrix.cons_val_one]
  rw [show -β * (Δ / 2 - R) = -(β * Δ / 2) + β * R by ring,
    show -β * (Δ / 2 + R) = -(β * Δ / 2) + -(β * R) by ring,
    Real.exp_add, Real.exp_add, Real.cosh_eq]
  ring

end

end TwoLevelSusceptibility
```

Compiling this gives:

```
Main.lean:40:35: error: linarith failed to find a contradiction
Δ : ℝ
hΔ : 0 < Δ
β m b R : ℝ
hpos : 0 < R
hR : R ^ 2 = (Δ / 2) ^ 2 + (b * m) ^ 2
hext : ∀ {a b c d a' b' c' d' : ℝ}, a = a' → b = b' → c = c' → d = d' → !![a, b; c, d] = !![a', b'; c', d']
P : Matrix (Fin 2) (Fin 2) ℝ
hP : P = !![Δ / 2 + R, b * m; -(b * m), Δ / 2 + R]
h1 : 0 < (Δ / 2 + R) * (Δ / 2 + R)
h2 : 0 ≤ b * m * (b * m)
a✝ : ?m.357 ≤ 0
⊢ False
failed
Main.lean:63:66: error(lean.unknownIdentifier): Unknown identifier `Pi.exp_apply`
Main.lean:25:69: error: unsolved goals
Δ : ℝ
hΔ : 0 < Δ
β m b R : ℝ
hpos : 0 < R
hR : R ^ 2 = (Δ / 2) ^ 2 + (b * m) ^ 2
hext : ∀ {a b c d a' b' c' d' : ℝ}, a = a' → b = b' → c = c' → d = d' → !![a, b; c, d] = !![a', b'; c', d']
P : Matrix (Fin 2) (Fin 2) ℝ
hP : P = !![Δ / 2 + R, b * m; -(b * m), Δ / 2 + R]
hdet : IsUnit P.det
hH : -β • hamiltonian m Δ b = !![0, -β * (b * m); -β * (b * m), -β * Δ]
hD : Matrix.diagonal ![-β * (Δ / 2 - R), -β * (Δ / 2 + R)] = !![-β * (Δ / 2 - R), 0; 0, -β * (Δ / 2 + R)]
key : -β • hamiltonian m Δ b * P = P * Matrix.diagonal ![-β * (Δ / 2 - R), -β * (Δ / 2 + R)]
hconj : -β • hamiltonian m Δ b = P * Matrix.diagonal ![-β * (Δ / 2 - R), -β * (Δ / 2 + R)] * P⁻¹
⊢ NormedSpace.exp ![-β * (Δ / 2 - R), -β * (Δ / 2 + R)] 0 + NormedSpace.exp ![-β * (Δ / 2 - R), -β * (Δ / 2 + R)] 1 =
    2 * Real.exp (-(β * Δ / 2)) * Real.cosh (β * R)
```

Diagnosis. The first message comes from the proof that the determinant of `P` is nonzero. In `(by linarith : 0 < _).ne'` the underscore was still undetermined when `linarith` ran, as the hypothesis `?m.357 ≤ 0` shows, so `h1` and `h2` had nothing definite to contradict. The repair writes the determinant out in `h3`. It equals the sum of the quantities in `h1` and `h2`, one positive and the other nonnegative, so `linarith` succeeds.

The second message says that Lean knows no lemma called `Pi.exp_apply`. The third shows the goal left where the rewriting stopped, with the exponential of a vector still to be evaluated at entries 0 and 1. The repair proves the missing fact as `hpi`: an entry of the exponential is the real exponential of that entry. It follows from `NormedSpace.map_exp`, because taking an entry is a continuous ring homomorphism. Rewriting with `hpi` twice deals with both terms. Since `hpi` already gives `Real.exp`, the final rewrite by `← Real.exp_eq_exp_ℝ` is no longer needed.

This version goes through:

```diff
@@ -38,5 +38,6 @@
     have h1 : 0 < (Δ / 2 + R) * (Δ / 2 + R) := by positivity
     have h2 := mul_self_nonneg (b * m)
-    exact isUnit_iff_ne_zero.2 (by linarith : 0 < _).ne'
+    have h3 : 0 < (Δ / 2 + R) * (Δ / 2 + R) - b * m * -(b * m) := by linarith
+    exact isUnit_iff_ne_zero.2 h3.ne'
   have hH : (-β) • hamiltonian m Δ b =
       !![0, -β * (b * m); -β * (b * m), -β * Δ] := by
@@ -58,9 +59,12 @@
       P * Matrix.diagonal ![-β * (Δ / 2 - R), -β * (Δ / 2 + R)] * P⁻¹ := by
     rw [← key, Matrix.mul_assoc, Matrix.mul_nonsing_inv _ hdet, Matrix.mul_one]
+  have hpi : ∀ (v : Fin 2 → ℝ) (i : Fin 2), NormedSpace.exp v i = Real.exp (v i) := by
+    intro v i
+    rw [Real.exp_eq_exp_ℝ]
+    exact NormedSpace.map_exp (Pi.evalRingHom (fun _ : Fin 2 => ℝ) i) (continuous_apply i) v
   -- the trace only sees the exponentials of the eigenvalues
   rw [hconj, Matrix.exp_conj _ _ ((Matrix.isUnit_iff_isUnit_det P).2 hdet),
     Matrix.trace_mul_cycle, Matrix.nonsing_inv_mul _ hdet, Matrix.one_mul,
-    Matrix.exp_diagonal, Matrix.trace_diagonal, Fin.sum_univ_two, Pi.exp_apply,
-    Pi.exp_apply, ← Real.exp_eq_exp_ℝ]
+    Matrix.exp_diagonal, Matrix.trace_diagonal, Fin.sum_univ_two, hpi, hpi]
   simp only [Matrix.cons_val_zero, Matrix.cons_val_one]
   rw [show -β * (Δ / 2 - R) = -(β * Δ / 2) + β * R by ring,
```
